# For a constant density of states, the Fermi–Dirac smearing errors of energy and free energy cancel in their average

Q: If I smear the occupations of a metal and read the band energy as its zero-temperature value, the answer is too high. If I take the free energy instead, it is too low. Shrinking the smearing reduces both errors, but then I need a denser k-point mesh. You say the average of the two cures this. For which model, and by what calculation?

A: For non-interacting levels with a constant density of states $g$ over all energies and the Fermi level fixed at zero. Let $T>0$ be the thermal energy, with $k_B=1$, let $f(e)=1/(1+\exp(e/T))$, and let $\theta(e)$ be 1 for $e<0$ and 0 otherwise. The energy shift is
$$dE=\int_{\mathbb R} g\,e\,(f-\theta)\,de .$$
Above the Fermi level the integrand is $g\,e\,f(e)$. Below it, $1-f(e)=f(-e)$ turns it into $g|e|f(|e|)$. With $x=e/T$, and with $e^x$ written for the exponential $\exp(x)$, the two equal halves give
$$dE=2gT^2\int_0^\infty \frac{x}{1+e^x}\,dx .$$
For $x>0$, expand $1/(1+e^x)=\sum_{n\ge0}(-1)^n e^{-(n+1)x}$ and use $\int_0^\infty x e^{-(n+1)x}dx=1/(n+1)^2$. The integrals of the absolute values sum to $\pi^2/6$, so term-by-term integration is allowed. The even-denominator terms of $\sum_{m\ge1} 1/m^2$ add up to $\pi^2/24$, and reversing their sign gives
$$\sum_{n\ge0}\frac{(-1)^n}{(n+1)^2}=\frac{\pi^2}{6}-2\cdot\frac{\pi^2}{24}=\frac{\pi^2}{12}.$$
Hence $dE=g\pi^2T^2/6$.

Q: And the entropy?

A: Put $L(x)=\ln(1+e^{-x})$. Then $\ln(1-f)=-L$ and $\ln f=-x-L$, so the entropy of one level is
$$-f\ln f-(1-f)\ln(1-f)=L(x)+\frac{x}{1+e^x}.$$
Since $(xL)'=L-x/(1+e^x)$ and $xL$ vanishes at $0$ and at infinity, $L$ has the same half-line integral as $x/(1+e^x)$, namely $\pi^2/12$. The level entropy therefore integrates to $\pi^2/6$ on the half line. It is even in $x$, so
$$S=2gT\cdot\frac{\pi^2}{6}=\frac{g\pi^2T}{3},\qquad dF=dE-TS=-\frac{g\pi^2T^2}{6}=-dE .$$

Q: Give me numbers.

A: Take $g=1$ state per eV and $T=0.1$ eV. Then $dE\approx0.01645$ eV, $S\approx0.3290$ and $TS\approx0.03290$ eV. So $dF\approx-0.01645$ eV, and the average shift is zero.

Q: Now the formal version. Perhaps it defines the shifts by their closed forms and proves nothing.

A: It defines them by the integrals. All quantities are real numbers, and units are left to the reader.

```lean
import Mathlib

open MeasureTheory Set Filter Topology

namespace FermiSmearing

noncomputable section
```

The occupation takes $T$ and $e$ as arguments, and the step assigns 0 to the single point $e=0$, where the energy integrand vanishes anyway.

```lean
/-- Fermi-Dirac occupation of a level at energy `e` above the Fermi level, at thermal energy `T`. -/
def fermi (T e : ℝ) : ℝ := 1 / (1 + Real.exp (e / T))

/-- Zero-temperature occupation: levels below the Fermi level are full, the others empty. -/
def step (e : ℝ) : ℝ := if e < 0 then 1 else 0
```

The next two definitions integrate over the whole real line. Here `g` counts states that hold at most one electron, so any spin degeneracy is included in it.

```lean
/-- Change of the band energy caused by smearing, for a constant density of states `g`. -/
def energyShift (g T : ℝ) : ℝ := ∫ e : ℝ, g * e * (fermi T e - step e)

/-- Electronic entropy of the smeared occupations, for a constant density of states `g`. -/
def entropy (g T : ℝ) : ℝ :=
  -g * ∫ e : ℝ, (fermi T e * Real.log (fermi T e)
    + (1 - fermi T e) * Real.log (1 - fermi T e))

/-- Change of the free energy caused by smearing, for a constant density of states `g`. -/
def freeEnergyShift (g T : ℝ) : ℝ := energyShift g T - T * entropy g T
```

Q: What is then proved about them?

A: For every real `g` and every `T > 0`, `energyShift_eq` and `entropy_eq` give the two closed forms, and `average_shift_vanishes` states both $dF=-dE$ and the vanishing average. If also `g ≠ 0`, `weighted_shift_eq_zero_iff` says that $(1-w)\,dE+w\,dF=0$ exactly when $w=1/2$.

Q: My metals have structured bands and a finite mesh.

A: Neither is covered. The constant density of states is assumed; it stands for a density of states that hardly varies within several $T$ of the Fermi level, with the band edges far away on that scale. Mesh errors, self-consistency and other smearing functions are absent too. For electronic-structure practice, the result supports averaging energy and free energy as a zero-temperature estimate to the extent that this non-interacting model with a constant density of states fits.

Q: Where does the particle–hole argument enter the proof?

A: At the start. The first lemma is $1-f(x)=f(-x)$ in reduced units, and the second is the formula for the level entropy, with the sign of both sides reversed.

```lean
/-- Particle-hole symmetry: the hole occupation at `x` is the electron occupation at `-x`. -/
theorem hole_occupation (x : ℝ) :
    1 - 1 / (1 + Real.exp x) = 1 / (1 + Real.exp (-x)) := by
  have h : Real.exp x * Real.exp (-x) = 1 := by rw [← Real.exp_add]; simp
  have h1 : 1 + Real.exp x ≠ 0 := by positivity
  have h2 : 1 + Real.exp (-x) ≠ 0 := by positivity
  rw [sub_eq_iff_eq_add, div_add_div _ _ h2 h1, eq_div_iff (mul_ne_zero h2 h1)]
  linear_combination h

/-- The sum `f ln f + (1 - f) ln (1 - f)` for one level at reduced energy `x`, which is minus its
entropy, as an explicit function of `x`. -/
theorem level_entropy (x : ℝ) :
    1 / (1 + Real.exp x) * Real.log (1 / (1 + Real.exp x))
      + (1 - 1 / (1 + Real.exp x)) * Real.log (1 - 1 / (1 + Real.exp x))
      = -(Real.log (1 + Real.exp (-x)) + x / (1 + Real.exp x)) := by
  have h1 : Real.log (1 / (1 + Real.exp x)) = -Real.log (1 + Real.exp x) := by
    rw [one_div, Real.log_inv]
  have h2 : Real.log (1 - 1 / (1 + Real.exp x)) = -Real.log (1 + Real.exp (-x)) := by
    rw [hole_occupation, one_div, Real.log_inv]
  have h3 : Real.log (1 + Real.exp x) = x + Real.log (1 + Real.exp (-x)) := by
    have h : 1 + Real.exp x = Real.exp x * (1 + Real.exp (-x)) := by
      rw [mul_add, ← Real.exp_add, add_neg_cancel, Real.exp_zero]; ring
    rw [h, Real.log_mul (Real.exp_pos x).ne' (by positivity), Real.log_exp]
  rw [h2, h1, h3]
  ring
```

Next come the integral of one Boltzmann term and its integrability, followed by a small helper for matching series.

```lean
private lemma moment {r : ℝ} (hr : 0 < r) :
    ∫ x in Ioi (0 : ℝ), x * Real.exp (-(r * x)) = 1 / r ^ 2 := by
  have h := Real.integral_rpow_mul_exp_neg_mul_Ioi (a := 2) (r := r) two_pos hr
  have e : (2 : ℝ) - 1 = 1 := by norm_num
  rw [e, Real.Gamma_two, Real.rpow_two, mul_one] at h
  simpa only [Real.rpow_one, one_div, inv_pow] using h

private lemma moment_integrable {r : ℝ} (hr : 0 < r) :
    Integrable (fun x : ℝ => x * Real.exp (-(r * x))) (volume.restrict (Ioi 0)) := by
  by_contra h
  have h0 : 1 / r ^ 2 = 0 := (moment hr).symm.trans (integral_undef h)
  have h1 : 0 < 1 / r ^ 2 := by positivity
  exact h1.ne' h0

private lemma hasSum_of_eq {f g : ℕ → ℝ} {a b : ℝ} (h : HasSum f a)
    (hf : ∀ n, g n = f n) (hab : b = a) : HasSum g b := by
  obtain rfl : g = f := funext hf
  subst hab
  exact h
```

The alternating sum follows the calculation above: `ev` is the even part, and twice that part is subtracted from the full series.

```lean
private lemma alternating_sum :
    HasSum (fun n : ℕ => (-1 : ℝ) ^ n * (1 / ((n : ℝ) + 1) ^ 2)) (Real.pi ^ 2 / 12) := by
  have h := hasSum_zeta_two
  have inj : Function.Injective (fun n : ℕ => 2 * n) := fun a b hab => by
    dsimp only at hab; omega
  -- the even terms carry a quarter of the full sum
  have ev : HasSum (fun n : ℕ => if Even n then 1 / (n : ℝ) ^ 2 else 0)
      (Real.pi ^ 2 / 24) := by
    refine (inj.hasSum_iff ?_).mp ?_
    · intro n hn
      rw [if_neg]
      rintro ⟨k, rfl⟩
      exact hn ⟨k, two_mul k⟩
    · refine hasSum_of_eq (h.mul_left (1 / 4)) (fun n => ?_) ?_
      · show (if Even (2 * n) then 1 / ((2 * n : ℕ) : ℝ) ^ 2 else 0)
          = 1 / 4 * (1 / (n : ℝ) ^ 2)
        rw [if_pos (even_two_mul n)]
        push_cast
        ring
      · ring
  have h3 := (hasSum_nat_add_iff' 1).mpr (h.sub (ev.mul_left 2))
  refine hasSum_of_eq h3 (fun n => ?_) ?_
  · rcases Nat.even_or_odd n with he | ho
    · have h' : ¬ Even (n + 1) := by simpa [Nat.even_add_one] using he
      rw [if_neg h', he.neg_one_pow]
      push_cast
      ring
    · rw [if_pos ho.add_one, ho.neg_one_pow]
      push_cast
      ring
  · rw [Finset.sum_range_one]
    simp only [Nat.cast_zero]
    split_ifs <;> ring
```

The geometric series in $-e^{-x}$ supplies the Boltzmann expansion.

```lean
private lemma boltzmann_series {x : ℝ} (hx : 0 < x) :
    HasSum (fun n : ℕ => (-1 : ℝ) ^ n * (x * Real.exp (-(((n : ℝ) + 1) * x))))
      (x / (1 + Real.exp x)) := by
  have hlt : ‖-Real.exp (-x)‖ < 1 := by
    rw [norm_neg, Real.norm_of_nonneg (Real.exp_pos _).le, Real.exp_lt_one_iff]
    linarith
  refine hasSum_of_eq ((hasSum_geometric_of_norm_lt_one hlt).mul_left (x * Real.exp (-x)))
    (fun n => ?_) ?_
  · have h : Real.exp (-(((n : ℝ) + 1) * x)) = Real.exp (-x) * Real.exp (-x) ^ n := by
      rw [← Real.exp_nat_mul, ← Real.exp_add]
      congr 1
      ring
    rw [h, neg_pow (Real.exp (-x))]
    ring
  · have q := hole_occupation (-x)
    rw [neg_neg] at q
    have h2 : 1 + Real.exp (-x) ≠ 0 := by positivity
    rw [sub_neg_eq_add, div_eq_mul_one_div, ← q]
    linear_combination (-x) * mul_inv_cancel₀ h2
```

Q: Is the exchange of sum and integral justified, or merely performed?

A: Justified. In the next proof, `hs` shows that the integrals of the norms are summable, which, together with the integrability of each term, is enough for integrating term by term.

```lean
/-- The thermal energy of the electrons above the Fermi level, in reduced units. -/
theorem half_line_energy :
    ∫ x in Ioi (0 : ℝ), x / (1 + Real.exp x) = Real.pi ^ 2 / 12 := by
  have hs : Summable (fun n : ℕ => ∫ x in Ioi (0 : ℝ),
      ‖(-1 : ℝ) ^ n * (x * Real.exp (-(((n : ℝ) + 1) * x)))‖) := by
    refine ((summable_nat_add_iff 1).mpr hasSum_zeta_two.summable).congr fun n => ?_
    rw [Nat.cast_add, Nat.cast_one, ← moment (by positivity : (0 : ℝ) < (n : ℝ) + 1)]
    refine setIntegral_congr_fun measurableSet_Ioi fun x hx => ?_
    have hp : 0 ≤ x * Real.exp (-(((n : ℝ) + 1) * x)) :=
      mul_nonneg (le_of_lt hx) (Real.exp_pos _).le
    simp only [norm_mul (_ ^ n), norm_pow, norm_neg, norm_one, one_pow, one_mul,
      Real.norm_of_nonneg hp]
  -- integrate the Boltzmann series term by term
  have h := hasSum_integral_of_summable_integral_norm
    (fun n : ℕ => (moment_integrable (by positivity : (0 : ℝ) < (n : ℝ) + 1)).const_mul
      ((-1 : ℝ) ^ n)) hs
  rw [setIntegral_congr_fun measurableSet_Ioi
    (fun x hx => (boltzmann_series hx).tsum_eq)] at h
  refine h.unique ?_
  refine hasSum_of_eq alternating_sum (fun n => ?_) rfl
  rw [integral_const_mul, moment (by positivity)]
```

For the entropy, `hd` is the derivative of $xL$ and `ht` its limit at infinity. The bound $0\le L\le e^{-x}$ gives both that limit and the integrability of $L$.

```lean
/-- The entropy of the levels above the Fermi level, in reduced units. -/
theorem half_line_entropy :
    ∫ x in Ioi (0 : ℝ), (Real.log (1 + Real.exp (-x)) + x / (1 + Real.exp x))
      = Real.pi ^ 2 / 6 := by
  have hk : Integrable (fun x : ℝ => x / (1 + Real.exp x)) (volume.restrict (Ioi 0)) := by
    by_contra h
    have h0 : Real.pi ^ 2 / 12 = 0 := half_line_energy.symm.trans (integral_undef h)
    have h1 : 0 < Real.pi ^ 2 / 12 := by positivity
    exact h1.ne' h0
  have bound : ∀ x : ℝ, 0 ≤ Real.log (1 + Real.exp (-x)) ∧
      Real.log (1 + Real.exp (-x)) ≤ Real.exp (-x) := fun x => by
    have hp := Real.exp_pos (-x)
    refine ⟨Real.log_nonneg (by linarith), ?_⟩
    linarith [Real.log_le_sub_one_of_pos (by linarith : 0 < 1 + Real.exp (-x))]
  have hl : Integrable (fun x : ℝ => Real.log (1 + Real.exp (-x)))
      (volume.restrict (Ioi 0)) := by
    refine Integrable.mono' (exp_neg_integrableOn_Ioi 0 one_pos)
      (by fun_prop : Measurable fun x : ℝ =>
        Real.log (1 + Real.exp (-x))).aestronglyMeasurable
      (Eventually.of_forall fun x => ?_)
    rw [Real.norm_of_nonneg (bound x).1, neg_one_mul]
    exact (bound x).2
  have hd : ∀ x ∈ Ici (0 : ℝ), HasDerivAt (fun y => y * Real.log (1 + Real.exp (-y)))
      (Real.log (1 + Real.exp (-x)) - x / (1 + Real.exp x)) x := fun x _ => by
    have hL := ((hasDerivAt_neg' x).exp.const_add 1).log
      (by positivity : 1 + Real.exp (-x) ≠ 0)
    refine ((hasDerivAt_id' x).fun_mul hL).congr_deriv ?_
    have q := hole_occupation x
    have r : Real.exp (-x) / (1 + Real.exp (-x)) = 1 - 1 / (1 + Real.exp (-x)) := by
      have h2 : 1 + Real.exp (-x) ≠ 0 := by positivity
      rw [eq_sub_iff_add_eq, ← add_div, add_comm, div_self h2]
    linear_combination (-x) * r - x * q
  have ht : Tendsto (fun y : ℝ => y * Real.log (1 + Real.exp (-y))) atTop (𝓝 0) := by
    have h1 := Real.tendsto_pow_mul_exp_neg_atTop_nhds_zero 1
    simp only [pow_one] at h1
    refine squeeze_zero' ?_ ?_ h1
    · filter_upwards [eventually_ge_atTop 0] with y hy using mul_nonneg hy (bound y).1
    · filter_upwards [eventually_ge_atTop 0] with y hy using
        mul_le_mul_of_nonneg_left (bound y).2 hy
  -- integration by parts: the boundary terms vanish
  have h0 := integral_Ioi_of_hasDerivAt_of_tendsto' hd (hl.sub hk) ht
  rw [integral_sub hl hk, half_line_energy] at h0
  rw [integral_add hl hk, half_line_energy]
  linarith
```

Q: How do you get back to the full line?

A: In `energyShift_eq`, `hp` rewrites the integrand as a function of $|e/T|$. The change of variable then contributes a factor $T$, and evenness a factor 2.

```lean
/-- Smearing a constant density of states raises the band energy by `g π² T² / 6`. -/
theorem energyShift_eq (g : ℝ) {T : ℝ} (hT : 0 < T) :
    energyShift g T = g * Real.pi ^ 2 * T ^ 2 / 6 := by
  have hp : ∀ e : ℝ, g * e * (fermi T e - step e)
      = (fun y : ℝ => g * T * (|y| / (1 + Real.exp |y|))) (e / T) := fun e => by
    have eT : T * (e / T) = e := by field_simp
    unfold fermi step
    beta_reduce
    by_cases he : e < 0
    · rw [if_pos he, abs_of_neg (div_neg_of_neg_of_pos he hT)]
      linear_combination (-g * e) * hole_occupation (e / T)
        + g / (1 + Real.exp (-(e / T))) * eT
    · rw [if_neg he, abs_of_nonneg (div_nonneg (not_lt.mp he) hT.le)]
      linear_combination (-g / (1 + Real.exp (e / T))) * eT
  unfold energyShift
  simp_rw [hp]
  rw [Measure.integral_comp_div (fun y : ℝ => g * T * (|y| / (1 + Real.exp |y|))) T,
    integral_const_mul,
    integral_comp_abs (f := fun y : ℝ => y / (1 + Real.exp y)), half_line_energy,
    abs_of_pos hT, smul_eq_mul]
  ring
```

The entropy proof does the same, with `even` expressing the electron–hole symmetry of the level entropy.

```lean
/-- The entropy of a smeared constant density of states is `g π² T / 3`. -/
theorem entropy_eq (g : ℝ) {T : ℝ} (hT : 0 < T) :
    entropy g T = g * Real.pi ^ 2 * T / 3 := by
  have even : ∀ x : ℝ, Real.log (1 + Real.exp (-x)) + x / (1 + Real.exp x)
      = Real.log (1 + Real.exp (-|x|)) + |x| / (1 + Real.exp |x|) := fun x => by
    rcases abs_choice x with h | h
    · rw [h]
    · -- exchanging electrons and holes leaves the level entropy unchanged
      have h1 := level_entropy x
      have h2 := level_entropy (-x)
      have q := hole_occupation x
      have q' : 1 - 1 / (1 + Real.exp (-x)) = 1 / (1 + Real.exp x) := by linarith
      rw [q] at h1
      rw [q'] at h2
      rw [h]
      linarith
  have hI : ∫ e : ℝ, (fermi T e * Real.log (fermi T e)
      + (1 - fermi T e) * Real.log (1 - fermi T e))
      = |T| • ∫ y : ℝ, -(Real.log (1 + Real.exp (-|y|)) + |y| / (1 + Real.exp |y|)) := by
    rw [← Measure.integral_comp_div
      (fun y : ℝ => -(Real.log (1 + Real.exp (-|y|)) + |y| / (1 + Real.exp |y|))) T]
    refine integral_congr_ae (Eventually.of_forall fun e => ?_)
    exact (level_entropy (e / T)).trans (congrArg Neg.neg (even (e / T)))
  rw [entropy, hI, integral_neg, integral_comp_abs
      (f := fun y : ℝ => Real.log (1 + Real.exp (-y)) + y / (1 + Real.exp y)),
    half_line_entropy, abs_of_pos hT, smul_eq_mul]
  ring
```

Q: Lean gives a value even to a divergent integral. Could that be hiding here?

A: No. That value is zero, whereas the integrals found for $g=1$ are nonzero, so both integrands must be integrable. Other values of $g$ only multiply by a constant.

```lean
/-- For `g = 1` and `T > 0`, the integrands of the energy shift and of the entropy are integrable
over all energies. -/
theorem integrands_integrable {T : ℝ} (hT : 0 < T) :
    Integrable (fun e : ℝ => 1 * e * (fermi T e - step e)) ∧
    Integrable (fun e : ℝ => fermi T e * Real.log (fermi T e)
      + (1 - fermi T e) * Real.log (1 - fermi T e)) := by
  have hpi := Real.pi_pos
  constructor <;> by_contra h
  · have h1 := energyShift_eq 1 hT
    rw [energyShift, integral_undef h] at h1
    have : 0 < 1 * Real.pi ^ 2 * T ^ 2 / 6 := by positivity
    linarith
  · have h1 := entropy_eq 1 hT
    rw [entropy, integral_undef h] at h1
    have : 0 < 1 * Real.pi ^ 2 * T / 3 := by positivity
    linarith
```

The cancellation is now algebra with the two closed forms.

```lean
/-- For a constant density of states, the free energy shifts by the opposite of the energy shift,
and the average of the two shifts vanishes. -/
theorem average_shift_vanishes (g : ℝ) {T : ℝ} (hT : 0 < T) :
    freeEnergyShift g T = -energyShift g T ∧
    (energyShift g T + freeEnergyShift g T) / 2 = 0 := by
  have h : freeEnergyShift g T = -energyShift g T := by
    rw [freeEnergyShift, entropy_eq g hT, energyShift_eq g hT]
    ring
  exact ⟨h, by rw [h]; ring⟩
```

For the weights, substituting $dF=-dE$ leaves $(1-2w)\,dE=0$. Since $dE\neq0$ when $g\neq0$, this forces $w=1/2$.

```lean
/-- For a nonzero constant density of states, a weighted mean of energy and free energy is free of
smearing error exactly when the weights are equal. -/
theorem weighted_shift_eq_zero_iff {g T : ℝ} (hg : g ≠ 0) (hT : 0 < T) (w : ℝ) :
    (1 - w) * energyShift g T + w * freeEnergyShift g T = 0 ↔ w = 1 / 2 := by
  have hE : energyShift g T ≠ 0 := by
    rw [energyShift_eq g hT]
    have := Real.pi_ne_zero
    have := hT.ne'
    positivity
  rw [(average_shift_vanishes g hT).1]
  constructor
  · intro h
    have h' : (1 - 2 * w) * energyShift g T = 0 := by linear_combination h
    rcases mul_eq_zero.mp h' with h0 | h0
    · linarith
    · exact absurd h0 hE
  · rintro rfl
    ring

end

end FermiSmearing
```

```lean
#print axioms FermiSmearing.integrands_integrable
#print axioms FermiSmearing.average_shift_vanishes
#print axioms FermiSmearing.weighted_shift_eq_zero_iff
```

```
'FermiSmearing.integrands_integrable' depends on axioms: [propext, Classical.choice, Quot.sound]
'FermiSmearing.average_shift_vanishes' depends on axioms: [propext, Classical.choice, Quot.sound]
'FermiSmearing.weighted_shift_eq_zero_iff' depends on axioms: [propext, Classical.choice, Quot.sound]
```
